# The site potential of a charge-density wave on a chain with unit spacing, for wave numbers that are not multiples of $2\pi$

To put the electrostatic potential of a charge-ordered chain into the on-site energies of a lattice calculation, one can sum the charges of ever more distant neighbours, each divided by its distance $n$. If the charges follow a single cosine whose phase advance from one site to the next is not a multiple of $2\pi$, this slowly converging sum can be replaced by one number times the charge on the site itself.

Let the sites $j$ be the integers, with unit spacing, and let site $j$ carry the point charge $\rho_j = q\cos(\theta j+\varphi)$. Here $q$ is the amplitude of the charge and not a wave vector, $\varphi$ is a phase and not a potential, and $\theta$ is the wave number times the lattice spacing, often written $ka$. In Gaussian units the potential at site $m$ due to all other charges up to distance $N$ is

$$V_N(m)=\sum_{n=1}^{N}\frac{\rho_{m+n}+\rho_{m-n}}{n}.$$

The claim is that, whenever $\sin(\theta/2)\neq 0$,

$$\lim_{N\to\infty}V_N(m) = -2\ln\bigl(2|\sin(\theta/2)|\bigr)\,\rho_m .$$

## From neighbour pairs to a logarithm

Write $\alpha=\theta m+\varphi$. The two neighbours at distance $n$ have phases $\alpha\pm n\theta$, and $\cos(\alpha+n\theta)+\cos(\alpha-n\theta)=2\cos\alpha\cos n\theta$. Hence

$$V_N(m)=2\rho_m\sum_{n=1}^{N}\frac{\cos n\theta}{n}.$$

To find the limit of this sum, set $z=e^{i\theta}$, so that $|z|=1$ and $z\neq1$. The geometric sums $S_N=z+\dots+z^N$ satisfy $(1-z)S_N=z(1-z^N)$, which gives $|S_N|\le B$ with $B=2/|1-z|$. Summation by parts yields, for $N>M\ge0$,

$$\sum_{n=M+1}^{N}\frac{z^n}{n}=\frac{S_N}{N}-\frac{S_M}{M+1}+\sum_{n=M+1}^{N-1}S_n\Bigl(\frac1n-\frac1{n+1}\Bigr).$$

The last sum telescopes once $|S_n|$ is replaced by $B$, so the modulus of the right side is at most $2B/(M+1)$. The partial sums of $z^n/n$ therefore form a Cauchy sequence and have a limit $l$.

For $0<x<1$ the Taylor series of the logarithm gives $\sum_{n\ge1}z^nx^n/n=-\log(1-zx)$. As $x\to1$ from below, the left side tends to $l$ by Abel's limit theorem. The right side tends to $-\log(1-z)$, because $\operatorname{Re}(1-z)=1-\cos\theta>0$ keeps $1-z$ away from the branch cut. So $l=-\log(1-z)$, with real part $-\ln|1-z|$. Finally,

$$|1-e^{i\theta}|^2=(1-\cos\theta)^2+\sin^2\theta=2-2\cos\theta=4\sin^2(\theta/2),$$

and therefore $\sum_{n=1}^N\cos(n\theta)/n\to-\ln(2|\sin(\theta/2)|)$. Multiplication by $2\rho_m$ gives the claim.

## Charges, potential and coefficient in Lean

```lean
import Mathlib

open Filter Topology Finset

namespace ChargeDensityWaveChain

noncomputable section
```

The charge is a real function on the integers. The wave number is any real number, so the modulation need not be commensurate with the lattice.

```lean
/-- The charge `q cos(θ j + φ)` on site `j` of a chain with unit spacing: a charge-density wave
of amplitude `q`, wave number `θ` and phase `φ`. -/
def cdwCharge (q θ φ : ℝ) (j : ℤ) : ℝ := q * Real.cos (θ * j + φ)
```

The potential accepts an arbitrary charge pattern `ρ`. The range `Icc 1 N` leaves out the self-term and fixes a symmetric cutoff; for $N=0$ the potential is zero.

```lean
/-- The electrostatic potential (Gaussian units) at site `m` due to all other charges within
distance `N` on a chain with unit spacing. -/
def sitePotential (ρ : ℤ → ℝ) (m : ℤ) (N : ℕ) : ℝ :=
  ∑ n ∈ Icc 1 N, (ρ (m + n) + ρ (m - n)) / n
```

With separate cutoffs to the left and to the right, the sine terms of the two sides would no longer cancel at each finite stage. The limit would stay the same, since the imaginary part of the series of $z^n/n$ converges as well, but the statement would need a limit in two variables.

The factor in front of the local charge gets its own name.

```lean
/-- The coefficient `-2 ln(2 |sin(θ/2)|)`, for wave numbers with `sin(θ/2) ≠ 0`. -/
def cdwCoefficient (θ : ℝ) : ℝ := -2 * Real.log (2 * |Real.sin (θ / 2)|)
```

## Convergence on the unit circle

The bound $B$ comes first. The identity `key` is the formula for $(1-z)S_N$, proved by induction, and the triangle inequality supplies the 2.

```lean
/-- The sums of successive powers of a phase factor `z ≠ 1` are bounded by `2 / |1 - z|`,
however many terms are taken. -/
theorem norm_phase_sum_le {z : ℂ} (hz : ‖z‖ = 1) (h1 : z ≠ 1) (N : ℕ) :
    ‖∑ i ∈ range N, z ^ (i + 1)‖ ≤ 2 / ‖1 - z‖ := by
  have hpos : 0 < ‖1 - z‖ := norm_pos_iff.mpr (sub_ne_zero.mpr h1.symm)
  have key : (∑ i ∈ range N, z ^ (i + 1)) * (1 - z) = z * (1 - z ^ N) := by
    induction N with
    | zero => simp
    | succ n ih => rw [sum_range_succ, add_mul, ih]; ring
  rw [le_div_iff₀ hpos, ← norm_mul, key, norm_mul, hz, one_mul]
  calc ‖1 - z ^ N‖ ≤ ‖(1 : ℂ)‖ + ‖z ^ N‖ := norm_sub_le _ _
    _ = 2 := by rw [norm_pow, hz]; norm_num
```

The next theorem identifies the limit of the complex series. In Lean, `Tendsto f atTop (𝓝 L)` says that $f(N)\to L$ as $N\to\infty$.

The steps `hIcc` and `hrange` only shift the summation index; the extra term at index 0 is harmless because Lean sets division by zero to zero. Dirichlet's test, which is the summation by parts above, takes the decreasing weights `hanti` and the bound just proved, and delivers `l`. Then `habel` is Abel's theorem, with `𝓝[<] 1` for the approach to 1 from below. The facts `hre` and `hslit` place $1-z$ in the region where the logarithm is continuous, `heq` is the Taylor series inside the unit disc, and uniqueness of limits equates the two values.

```lean
/-- For a phase factor `z ≠ 1` the partial sums of `zⁿ/n` converge to `-log(1 - z)`. -/
theorem tendsto_log_series {z : ℂ} (hz : ‖z‖ = 1) (h1 : z ≠ 1) :
    Tendsto (fun N : ℕ => ∑ n ∈ Icc 1 N, z ^ n / (n : ℂ)) atTop
      (𝓝 (-Complex.log (1 - z))) := by
  have hIcc : ∀ N : ℕ, ∑ n ∈ Icc 1 N, z ^ n / (n : ℂ)
      = ∑ i ∈ range N, (1 / ((i : ℝ) + 1)) • z ^ (i + 1) := by
    intro N
    induction N with
    | zero => simp
    | succ n ih =>
      rw [sum_Icc_succ_top (by omega), sum_range_succ, ih, Complex.real_smul]
      push_cast
      ring
  have hrange : ∀ N : ℕ, ∑ i ∈ range (N + 1), z ^ i / (i : ℂ)
      = ∑ n ∈ Icc 1 N, z ^ n / (n : ℂ) := by
    intro N
    induction N with
    | zero => simp
    | succ n ih => rw [sum_range_succ, ih, sum_Icc_succ_top (by omega)]
  -- Dirichlet's test: the series converges to some limit `l`
  have hanti : Antitone (fun i : ℕ => 1 / ((i : ℝ) + 1)) := by
    intro a b hab
    have hab' : (a : ℝ) ≤ b := by exact_mod_cast hab
    exact one_div_le_one_div_of_le (by positivity) (by linarith)
  obtain ⟨l, hl⟩ := cauchySeq_tendsto_of_complete
    (hanti.cauchySeq_series_mul_of_tendsto_zero_of_bounded
      tendsto_one_div_add_atTop_nhds_zero_nat (norm_phase_sum_le hz h1))
  have hl1 : Tendsto (fun N : ℕ => ∑ n ∈ Icc 1 N, z ^ n / (n : ℂ)) atTop (𝓝 l) :=
    hl.congr fun N => (hIcc N).symm
  have hl2 : Tendsto (fun N : ℕ => ∑ i ∈ range N, z ^ i / (i : ℂ)) atTop (𝓝 l) :=
    (tendsto_add_atTop_iff_nat 1).mp (hl1.congr fun N => (hrange N).symm)
  -- Abel's theorem: `l` is the radial limit of the power series
  have habel : Tendsto (fun x : ℝ => ∑' n : ℕ, z ^ n / (n : ℂ) * (x : ℂ) ^ n)
      (𝓝[<] 1) (𝓝 l) := by
    have h := Complex.tendsto_tsum_powerSeries_nhdsWithin_lt hl2
    rw [tendsto_map'_iff] at h
    exact h
  -- `1 - z` lies in the right half plane, where the logarithm is continuous
  have hsq : z.re ^ 2 + z.im ^ 2 = 1 := by
    have h := Complex.sq_norm z
    rw [hz, Complex.normSq_apply] at h
    linarith
  have hre : z.re < 1 := by
    by_contra h
    have h' := not_lt.mp h
    have him2 : z.im ^ 2 ≤ 0 := by nlinarith
    have him : z.im = 0 :=
      (pow_eq_zero_iff two_ne_zero).mp (le_antisymm him2 (sq_nonneg _))
    have hre1 : z.re = 1 := le_antisymm (by nlinarith [sq_nonneg z.im]) h'
    exact h1 (Complex.ext (by simpa using hre1) (by simpa using him))
  have hslit : 1 - z ∈ Complex.slitPlane := by
    refine Complex.mem_slitPlane_iff.mpr (Or.inl ?_)
    rw [Complex.sub_re, Complex.one_re]
    linarith
  have hcont : ContinuousAt (fun x : ℝ => -Complex.log (1 - z * (x : ℂ))) 1 := by
    refine (ContinuousAt.clog ?_ ?_).neg
    · fun_prop
    · simpa only [Complex.ofReal_one, mul_one] using hslit
  have hlim : Tendsto (fun x : ℝ => -Complex.log (1 - z * (x : ℂ))) (𝓝[<] 1)
      (𝓝 (-Complex.log (1 - z))) := by
    simpa only [Complex.ofReal_one, mul_one] using
      hcont.tendsto.mono_left nhdsWithin_le_nhds
  have heq : (fun x : ℝ => -Complex.log (1 - z * (x : ℂ))) =ᶠ[𝓝[<] 1]
      (fun x : ℝ => ∑' n : ℕ, z ^ n / (n : ℂ) * (x : ℂ) ^ n) := by
    filter_upwards [Ioo_mem_nhdsLT (zero_lt_one' ℝ)] with x hx
    have hn : ‖z * (x : ℂ)‖ < 1 := by
      rw [norm_mul, hz, one_mul, Complex.norm_real, Real.norm_eq_abs, abs_of_pos hx.1]
      exact hx.2
    refine (Complex.hasSum_taylorSeries_neg_log hn).tsum_eq.symm.trans
      (tsum_congr fun n => ?_)
    rw [mul_pow]
    ring
  rw [← tendsto_nhds_unique habel (hlim.congr' heq)]
  exact hl1
```

## The cosine series

The distance from 1 to the phase factor is found by comparing squares, with `hc` as the half-angle formula.

```lean
/-- The distance between `1` and the phase factor `exp(iθ)` is `2 |sin(θ/2)|`. -/
theorem norm_one_sub_phase (θ : ℝ) :
    ‖1 - Complex.exp (θ * Complex.I)‖ = 2 * |Real.sin (θ / 2)| := by
  have hc : Real.cos θ = 1 - 2 * Real.sin (θ / 2) ^ 2 := by
    have h := Real.cos_two_mul (θ / 2)
    rw [show 2 * (θ / 2) = θ by ring] at h
    linarith [Real.sin_sq_add_cos_sq (θ / 2)]
  rw [← sq_eq_sq₀ (norm_nonneg _) (by positivity), Complex.sq_norm, Complex.normSq_apply,
    mul_pow, sq_abs]
  simp only [Complex.sub_re, Complex.sub_im, Complex.one_re, Complex.one_im,
    Complex.exp_ofReal_mul_I_re, Complex.exp_ofReal_mul_I_im]
  linear_combination Real.sin_sq_add_cos_sq θ - 2 * hc
```

If $e^{i\theta}$ were 1, this distance would vanish, against the hypothesis on $\sin(\theta/2)$. The logarithmic series therefore applies, and its real part is the cosine series.

```lean
/-- If `sin(θ/2) ≠ 0`, the partial sums of `cos(nθ)/n` converge to `-ln(2 |sin(θ/2)|)`. -/
theorem tendsto_cos_series {θ : ℝ} (hθ : Real.sin (θ / 2) ≠ 0) :
    Tendsto (fun N : ℕ => ∑ n ∈ Icc 1 N, Real.cos (n * θ) / n) atTop
      (𝓝 (-Real.log (2 * |Real.sin (θ / 2)|))) := by
  have h1 : Complex.exp (θ * Complex.I) ≠ 1 := by
    intro h
    have hn := norm_one_sub_phase θ
    rw [h, sub_self, norm_zero] at hn
    linarith [abs_pos.mpr hθ]
  -- take the real part of the logarithmic series
  have hre := (Complex.continuous_re.tendsto _).comp
    (tendsto_log_series (Complex.norm_exp_ofReal_mul_I θ) h1)
  rw [Complex.neg_re, Complex.log_re, norm_one_sub_phase] at hre
  refine hre.congr fun N => ?_
  simp only [Function.comp_apply, Complex.re_sum]
  refine sum_congr rfl fun n _ => ?_
  rw [← Complex.exp_nat_mul,
    show (n : ℂ) * (θ * Complex.I) = ((n * θ : ℝ) : ℂ) * Complex.I by push_cast; ring,
    Complex.div_natCast_re, Complex.exp_ofReal_mul_I_re]
```

For $0<\theta<2\pi$ the sine is positive and the absolute value disappears. The "zone" in the theorem's name is this interval, and not the usual first Brillouin zone from $-\pi$ to $\pi$.

```lean
/-- For `0 < θ < 2π` the partial sums of `cos(nθ)/n` converge to `-ln(2 sin(θ/2))`. -/
theorem tendsto_cos_series_of_mem_zone {θ : ℝ} (h0 : 0 < θ) (h2 : θ < 2 * Real.pi) :
    Tendsto (fun N : ℕ => ∑ n ∈ Icc 1 N, Real.cos (n * θ) / n) atTop
      (𝓝 (-Real.log (2 * Real.sin (θ / 2)))) := by
  have hs : 0 < Real.sin (θ / 2) :=
    Real.sin_pos_of_pos_of_lt_pi (by linarith) (by linarith)
  have h := tendsto_cos_series hs.ne'
  rwa [abs_of_pos hs] at h
```

## The potential at each site

The pairing of neighbours is an identity at every finite cutoff and for every $\theta$. The proof rewrites the two phases as $\alpha\pm n\theta$ and applies the addition formulas term by term.

```lean
/-- The potential of a charge-density wave, cut off at distance `N`, is the local charge times
twice the sum of `cos(nθ)/n` up to `N`. -/
theorem sitePotential_cdw (q θ φ : ℝ) (m : ℤ) (N : ℕ) :
    sitePotential (cdwCharge q θ φ) m N
      = 2 * cdwCharge q θ φ m * ∑ n ∈ Icc 1 N, Real.cos (n * θ) / n := by
  unfold sitePotential
  rw [mul_sum]
  refine sum_congr rfl fun n _ => ?_
  simp only [cdwCharge]
  push_cast
  -- the two neighbours at distance `n` have phases shifted by `± nθ`
  rw [show θ * ((m : ℝ) + n) + φ = (θ * m + φ) + n * θ by ring,
    show θ * ((m : ℝ) - n) + φ = (θ * m + φ) - n * θ by ring, Real.cos_add, Real.cos_sub]
  ring
```

The main theorem multiplies the cosine series by the constant $2\rho_m$. It holds for every amplitude, phase and site.

```lean
/-- If `sin(θ/2) ≠ 0`, the potential at each site of a charge-density wave converges to
`-2 ln(2 |sin(θ/2)|)` times the charge on that site. -/
theorem tendsto_sitePotential_cdw (q φ : ℝ) {θ : ℝ} (hθ : Real.sin (θ / 2) ≠ 0) (m : ℤ) :
    Tendsto (sitePotential (cdwCharge q θ φ) m) atTop
      (𝓝 (cdwCoefficient θ * cdwCharge q θ φ m)) := by
  have h := (tendsto_cos_series hθ).const_mul (2 * cdwCharge q θ φ m)
  rw [show cdwCoefficient θ * cdwCharge q θ φ m
    = 2 * cdwCharge q θ φ m * -Real.log (2 * |Real.sin (θ / 2)|) by
      unfold cdwCoefficient; ring]
  exact h.congr fun N => (sitePotential_cdw q θ φ m N).symm
```

For an isolated chain of point charges with a prescribed cosine modulation, the coefficient times the local charge is the intersite electrostatic (Hartree) potential of a mean-field lattice model with $1/r$ repulsion, provided that all ions carry the same charge and cancel the electron charge averaged along the chain. The on-site energy of an electron shifts by $-e$ times this potential, where $e>0$ is the elementary charge. A real material also has extended charge densities, neighbouring chains and screening, all of which this model leaves out. At $\theta=\pi$ the charges alternate in sign and the coefficient is $-2\ln2$, which is the Madelung constant of the alternating chain with the sign of the potential included.

## Equal charges and the harmonic series

The condition $\sin(\theta/2)\neq0$ cannot be dropped from the convergence theorem. Take $\theta=0$, $\varphi=0$ and $q=1$: every site carries the charge 1, and $V_N(m)=2(1+\tfrac12+\dots+\tfrac1N)$ grows without bound. Physically, the chain then has a net charge per site that nothing compensates.

The next theorem treats all wave numbers with $\sin(\theta/2)=0$. They have the form $\theta=2\pi k$ with an integer $k$, so every $\cos n\theta$ equals 1 and the harmonic series appears. The hypothesis `hm` asks for a positive charge at the site, which fixes the sign of the divergence and excludes the case in which all charges vanish.

```lean
/-- If `sin(θ/2) = 0`, the potential at a positively charged site grows without bound as the
cutoff distance increases. -/
theorem sitePotential_cdw_diverges {q θ φ : ℝ} (hθ : Real.sin (θ / 2) = 0) {m : ℤ}
    (hm : 0 < cdwCharge q θ φ m) :
    Tendsto (sitePotential (cdwCharge q θ φ) m) atTop atTop := by
  obtain ⟨k, hk⟩ := Real.sin_eq_zero_iff.mp hθ
  have hcos : ∀ n : ℕ, Real.cos (n * θ) = 1 := by
    intro n
    have h := Real.cos_int_mul_two_pi ((n : ℤ) * k)
    rw [← h]
    congr 1
    push_cast
    linear_combination (-2 * (n : ℝ)) * hk
  -- all charges are equal, and the harmonic series appears
  have hsum : ∀ N : ℕ, ∑ n ∈ Icc 1 N, Real.cos (n * θ) / n
      = ∑ i ∈ range N, 1 / ((i : ℝ) + 1) := by
    intro N
    induction N with
    | zero => simp
    | succ n ih =>
      rw [sum_Icc_succ_top (by omega), sum_range_succ, ih, hcos]
      push_cast
      rfl
  have hpos : 0 < 2 * cdwCharge q θ φ m := by linarith
  refine (Real.tendsto_sum_range_one_div_nat_succ_atTop.const_mul_atTop hpos).congr
    fun N => ?_
  rw [sitePotential_cdw, hsum]
```

## A change of sign at six lattice spacings

For $0<\theta\le\pi$ the coefficient is positive exactly when $2\sin(\theta/2)<1$. Since the sine increases strictly on $[-\pi/2,\pi/2]$ and $\sin(\pi/6)=\tfrac12$, this means $\theta<\pi/3$, or a wavelength $2\pi/\theta$ above six spacings. In such a long wave the potential at a charged site has the sign of the charge there, because the nearest pairs of neighbours, whose summed charge $2\rho_m\cos n\theta$ has that sign, outweigh the rest. For wavelengths of at least two and less than six spacings the potential has the opposite sign, and at exactly six it vanishes.

In the proof, `hmono` carries the comparison of sines and `hlog` the sign of the logarithm; the two directions of the equivalence chain them together.

```lean
/-- For `0 < θ ≤ π` the coefficient `-2 ln(2 |sin(θ/2)|)` is positive exactly when `θ < π/3`,
that is, when the wavelength `2π/θ` exceeds six lattice spacings. -/
theorem cdwCoefficient_pos_iff {θ : ℝ} (h0 : 0 < θ) (h1 : θ ≤ Real.pi) :
    0 < cdwCoefficient θ ↔ θ < Real.pi / 3 := by
  have hpi := Real.pi_pos
  have hs : 0 < Real.sin (θ / 2) :=
    Real.sin_pos_of_pos_of_lt_pi (by linarith) (by linarith)
  have hmono : Real.sin (θ / 2) < Real.sin (Real.pi / 6) ↔ θ / 2 < Real.pi / 6 :=
    Real.strictMonoOn_sin.lt_iff_lt ⟨by linarith, by linarith⟩ ⟨by linarith, by linarith⟩
  rw [Real.sin_pi_div_six] at hmono
  have hlog : Real.log (2 * Real.sin (θ / 2)) < 0 ↔ 2 * Real.sin (θ / 2) < 1 :=
    Real.log_neg_iff (by positivity)
  unfold cdwCoefficient
  rw [abs_of_pos hs]
  constructor
  · intro h
    have h2 := hlog.mp (by linarith)
    have h3 := hmono.mp (by linarith)
    linarith
  · intro h
    have h2 := hmono.mpr (by linarith)
    have h3 := hlog.mpr (by linarith)
    linarith

end

end ChargeDensityWaveChain
```

```lean
#print axioms ChargeDensityWaveChain.tendsto_cos_series_of_mem_zone
#print axioms ChargeDensityWaveChain.tendsto_sitePotential_cdw
#print axioms ChargeDensityWaveChain.sitePotential_cdw_diverges
#print axioms ChargeDensityWaveChain.cdwCoefficient_pos_iff
```

```
'ChargeDensityWaveChain.tendsto_cos_series_of_mem_zone' depends on axioms: [propext, Classical.choice, Quot.sound]
'ChargeDensityWaveChain.tendsto_sitePotential_cdw' depends on axioms: [propext, Classical.choice, Quot.sound]
'ChargeDensityWaveChain.sitePotential_cdw_diverges' depends on axioms: [propext, Classical.choice, Quot.sound]
'ChargeDensityWaveChain.cdwCoefficient_pos_iff' depends on axioms: [propext, Classical.choice, Quot.sound]
```
